# In a non-negative integrable potential on the line, a Gaussian's energy is positive and vanishes as the Gaussian spreads

Take one particle on a line in a non-negative integrable potential, and minimise the energy of a single centred Gaussian over its exponent. The search has no lowest energy to find: from any exponent, some smaller one gives a lower energy. Strong barriers on both sides of the origin can produce a local minimum, but never a global one. A run that follows the energy down towards zero is ended by a stopping rule or a bound on the exponent, not by a minimum. Someone who does not know this may read the final exponent as the width of a state and the small positive energy as its level.

The cause is that the energy is positive at every exponent \(a>0\) and tends to 0 as \(a\to0^+\). The derivation below also gives the rate, and it shows what changes when the potential is attractive on balance.

```lean
import Mathlib

open MeasureTheory Filter Topology
open scoped Real

namespace DiffuseGaussianEnergy

noncomputable section
```

## The trial function and its energy

The trial function is the unnormalised real Gaussian

\[
g_a(x)=e^{-ax^2}.
\]

```lean
/-- The Gaussian trial function `exp (-a x²)` with exponent `a`. -/
def trial (a x : ℝ) : ℝ := Real.exp (-a * x ^ 2)
```

In units with \(\hbar=m=1\), its energy in the potential \(V\) is

\[
E(a)=\frac{\int \left(\tfrac12 g_a'(x)^2+V(x)\,g_a(x)^2\right)dx}{\int g_a(x)^2\,dx}.
\]

The denominator takes care of normalisation. In Lean, `deriv (trial a)` is the actual derivative, and the integrals are Lebesgue integrals over the whole line. The kinetic energy is written with the squared slope, so no second derivative is needed.

```lean
/-- The energy quotient of the Gaussian with exponent `a > 0` in the potential `V`:
kinetic plus potential energy, divided by the squared norm (units with `ħ = m = 1`). -/
def energyQuotient (V : ℝ → ℝ) (a : ℝ) : ℝ :=
  (∫ x, (deriv (trial a) x ^ 2 / 2 + V x * trial a x ^ 2)) / ∫ x, trial a x ^ 2
```

## Kinetic energy from a total derivative

Squaring the Gaussian doubles its exponent: \(g_a^2=e^{-2ax^2}\).

```lean
/-- The density of a Gaussian is a Gaussian with twice the exponent. -/
theorem trial_sq (a x : ℝ) : trial a x ^ 2 = Real.exp (-(2 * a) * x ^ 2) := by
  unfold trial
  rw [← Real.exp_nat_mul]
  congr 1
  push_cast
  ring
```

The chain rule gives \(g_a'(x)=-2ax\,g_a(x)\).

```lean
/-- The slope of the Gaussian trial function is `-2 a x` times the function. -/
theorem hasDerivAt_trial (a x : ℝ) :
    HasDerivAt (trial a) (-(2 * a * x) * trial a x) x := by
  have h2 : HasDerivAt (fun y : ℝ => y ^ 2) (2 * x) x := by
    simpa using hasDerivAt_pow 2 x
  have h : HasDerivAt (trial a) (Real.exp (-a * x ^ 2) * (-a * (2 * x))) x :=
    (h2.const_mul (-a)).exp
  exact h.congr_deriv (by unfold trial; ring)
```

The kinetic energy therefore needs the second moment of a Gaussian weight \(e^{-bx^2}\) with \(b>0\). The integrand \(x^2e^{-bx^2}\) is integrable, by a Mathlib result for real powers of \(x\).

```lean
lemma integrable_sq_mul_exp {b : ℝ} (hb : 0 < b) :
    Integrable (fun x : ℝ => x ^ 2 * Real.exp (-b * x ^ 2)) := by
  have h := integrable_rpow_mul_exp_neg_mul_sq hb (s := 2) (by norm_num)
  simp only [Real.rpow_two] at h
  exact h
```

To evaluate the moment, differentiate

\[
\frac{d}{dx}\left(x e^{-bx^2}\right)=e^{-bx^2}-2b\,x^2e^{-bx^2}.
\]

The function \(xe^{-bx^2}\) and its derivative are both integrable, so the derivative integrates to zero over the line, and

\[
\int x^2e^{-bx^2}dx=\frac1{2b}\int e^{-bx^2}dx .
\]

In the proof, `hd` is the derivative and `hz` is the vanishing integral.

```lean
/-- The second moment of the weight `exp (-b x²)` is its total mass divided by `2 b`. -/
theorem second_moment {b : ℝ} (hb : 0 < b) :
    ∫ x : ℝ, x ^ 2 * Real.exp (-b * x ^ 2) =
      (∫ x : ℝ, Real.exp (-b * x ^ 2)) / (2 * b) := by
  have h0 := integrable_exp_neg_mul_sq hb
  have h2 := integrable_sq_mul_exp hb
  -- the total derivative of `x exp (-b x²)` integrates to zero
  have hd : ∀ x : ℝ, HasDerivAt (fun y : ℝ => y * Real.exp (-b * y ^ 2))
      (Real.exp (-b * x ^ 2) - 2 * b * (x ^ 2 * Real.exp (-b * x ^ 2))) x := by
    intro x
    have h := (hasDerivAt_id' x).fun_mul (hasDerivAt_trial b x)
    exact h.congr_deriv (by simp only [trial]; ring)
  have hz := integral_eq_zero_of_hasDerivAt_of_integrable hd
    (h0.sub (h2.const_mul (2 * b))) (integrable_mul_exp_neg_mul_sq hb)
  rw [integral_sub h0 (h2.const_mul _), integral_const_mul] at hz
  rw [eq_div_iff (by positivity)]
  linarith
```

## Potential energy of an integrable potential

For \(a\ge0\) the density satisfies \(0<g_a^2\le1\), hence \(|V g_a^2|\le|V|\) at every point.

```lean
lemma norm_potential_le (V : ℝ → ℝ) {a : ℝ} (ha : 0 ≤ a) (x : ℝ) :
    ‖V x * trial a x ^ 2‖ ≤ ‖V x‖ := by
  rw [norm_mul]
  refine mul_le_of_le_one_right (norm_nonneg _) ?_
  rw [trial_sq, Real.norm_eq_abs, abs_of_pos (Real.exp_pos _), Real.exp_le_one_iff]
  nlinarith [mul_nonneg ha (sq_nonneg x)]
```

The product \(Vg_a^2\) is measurable, because \(V\) is measurable up to a null set and \(g_a^2\) is continuous.

```lean
lemma measurable_potential {V : ℝ → ℝ} (hV : Integrable V) (a : ℝ) :
    AEStronglyMeasurable (fun x => V x * trial a x ^ 2) volume := by
  have hc : Continuous (fun x => trial a x ^ 2) := by
    unfold trial
    fun_prop
  exact hV.aestronglyMeasurable.mul hc.aestronglyMeasurable
```

Together these make \(Vg_a^2\) integrable whenever \(V\) is. The hypothesis `Integrable V` says that \(\int|V|\) is finite, which describes a potential of limited total strength. It admits bounded barriers and wells of finite range, and it excludes a harmonic potential or a bare \(1/|x|\).

```lean
lemma integrable_potential {V : ℝ → ℝ} (hV : Integrable V) {a : ℝ} (ha : 0 ≤ a) :
    Integrable (fun x => V x * trial a x ^ 2) :=
  hV.norm.mono' (measurable_potential hV a) (ae_of_all _ (norm_potential_le V ha))
```

## The exact energy

The squared norm is \(N=\int e^{-2ax^2}dx=\sqrt{\pi/(2a)}\). The kinetic integrand is \(\tfrac12g_a'^2=2a^2x^2e^{-2ax^2}\), and the second moment with \(b=2a\) gives

\[
\int\tfrac12 g_a'^2\,dx=2a^2\cdot\frac{N}{4a}=\frac{a}{2}N .
\]

Dividing by \(N\) yields, for integrable \(V\) of either sign and \(a>0\),

\[
E(a)=\frac a2+\sqrt{\frac{2a}{\pi}}\int V(x)\,e^{-2ax^2}dx .
\]

In the proof, `hN` is the squared norm, `hk` the kinetic integrand and `hM` the second moment. The sum is split with `integral_add`, which requires both parts to be integrable, and `key` carries out the division.

```lean
/-- For an integrable potential of either sign, the energy quotient is the kinetic part `a / 2`
plus the potential averaged over the normalised Gaussian density. -/
theorem energyQuotient_eq {V : ℝ → ℝ} (hV : Integrable V) {a : ℝ} (ha : 0 < a) :
    energyQuotient V a = a / 2 + √(2 * a / π) * ∫ x, V x * trial a x ^ 2 := by
  have hb : 0 < 2 * a := by positivity
  have hN : ∫ x, trial a x ^ 2 = √(π / (2 * a)) := by
    simp only [trial_sq]
    exact integral_gaussian (2 * a)
  have hk : ∀ x, deriv (trial a) x ^ 2 / 2 =
      2 * a ^ 2 * (x ^ 2 * Real.exp (-(2 * a) * x ^ 2)) := by
    intro x
    rw [(hasDerivAt_trial a x).deriv, mul_pow, trial_sq]
    ring
  have hM := second_moment hb
  rw [integral_gaussian] at hM
  have hs : √(2 * a / π) = (√(π / (2 * a)))⁻¹ := by
    rw [← Real.sqrt_inv, inv_div]
  have key : ∀ s P : ℝ, 0 < s →
      (2 * a ^ 2 * (s / (2 * (2 * a))) + P) / s = a / 2 + s⁻¹ * P := by
    intro s P hs
    have ha' := ha.ne'
    have hs' := hs.ne'
    field_simp
  unfold energyQuotient
  simp only [hk]
  rw [integral_add ((integrable_sq_mul_exp hb).const_mul _) (integrable_potential hV ha.le),
    integral_const_mul, hM, hN, hs]
  exact key _ _ (Real.sqrt_pos.2 (by positivity))
```

If also \(V\ge0\), then \(0\le\int Vg_a^2\le\int V\), and so

\[
\frac a2\le E(a)\le\frac a2+\sqrt{\frac{2a}{\pi}}\int V\,dx .
\]

```lean
/-- For a non-negative integrable potential, the energy quotient lies between `a / 2` and
`a / 2 + √(2 a / π) ∫ V`. -/
theorem energyQuotient_bounds {V : ℝ → ℝ} (hV : Integrable V) (hpos : ∀ x, 0 ≤ V x)
    {a : ℝ} (ha : 0 < a) :
    a / 2 ≤ energyQuotient V a ∧
      energyQuotient V a ≤ a / 2 + √(2 * a / π) * ∫ x, V x := by
  have h0 : 0 ≤ ∫ x, V x * trial a x ^ 2 :=
    integral_nonneg fun x => mul_nonneg (hpos x) (sq_nonneg _)
  have h1 : ∫ x, V x * trial a x ^ 2 ≤ ∫ x, V x := by
    refine integral_mono (integrable_potential hV ha.le) hV fun x => ?_
    have h := norm_potential_le V ha.le x
    rw [Real.norm_eq_abs, Real.norm_eq_abs, abs_of_nonneg (hpos x)] at h
    exact (le_abs_self _).trans h
  rw [energyQuotient_eq hV ha]
  exact ⟨le_add_of_nonneg_right (mul_nonneg (Real.sqrt_nonneg _) h0),
    by linarith [mul_le_mul_of_nonneg_left h1 (Real.sqrt_nonneg (2 * a / π))]⟩
```

## Spreading the Gaussian

As \(a\to0^+\), \(e^{-2ax^2}\to1\) at each fixed \(x\). Since \(|V|\) dominates the integrand for every such \(a\), dominated convergence gives

\[
\int V(x)\,e^{-2ax^2}dx\to\int V(x)\,dx .
\]

The filter `𝓝[>] 0` expresses the approach to zero from above.

```lean
/-- As the Gaussian spreads out, its unnormalised potential energy tends to `∫ V`. -/
theorem tendsto_potential {V : ℝ → ℝ} (hV : Integrable V) :
    Tendsto (fun a => ∫ x, V x * trial a x ^ 2) (𝓝[>] (0 : ℝ)) (𝓝 (∫ x, V x)) := by
  -- dominated convergence with dominating function `|V|`
  refine tendsto_integral_filter_of_dominated_convergence (fun x => ‖V x‖)
    (Eventually.of_forall (measurable_potential hV)) ?_ hV.norm (ae_of_all _ fun x => ?_)
  · filter_upwards [self_mem_nhdsWithin] with a ha
    exact ae_of_all _ (norm_potential_le V (le_of_lt ha))
  · have hc : Continuous (fun a => V x * trial a x ^ 2) := by
      unfold trial
      fun_prop
    exact (hc.tendsto' 0 _ (by simp [trial])).mono_left nhdsWithin_le_nhds
```

Positivity follows from the lower bound, \(E(a)\ge a/2>0\). For the limit, both \(a/2\) and \(\sqrt{2a/\pi}\) tend to 0 while the potential integral stays convergent, so the exact formula gives \(E(a)\to0\).

The theorem states both facts for an integrable `V` with `0 ≤ V x` at every point. It concerns one Gaussian centred at the origin in one dimension, and it makes no statement about the spectrum of a Hamiltonian. The proof transfers the limit from the formula to `energyQuotient` with `congr'`, because the formula is proved only for \(a>0\).

```lean
/-- In a non-negative integrable potential on the line, every centred Gaussian `exp (-a x²)` with `a
> 0` has positive energy quotient, and the quotient tends to zero as `a` tends to zero from above.
-/
theorem energyQuotient_pos_and_tendsto_zero {V : ℝ → ℝ} (hV : Integrable V)
    (hpos : ∀ x, 0 ≤ V x) :
    (∀ a, 0 < a → 0 < energyQuotient V a) ∧
      Tendsto (energyQuotient V) (𝓝[>] (0 : ℝ)) (𝓝 0) := by
  refine ⟨fun a ha => (half_pos ha).trans_le (energyQuotient_bounds hV hpos ha).1, ?_⟩
  have c1 : Continuous (fun a : ℝ => a / 2) := by fun_prop
  have c2 : Continuous (fun a : ℝ => √(2 * a / π)) := by fun_prop
  have h1 := (c1.tendsto' 0 0 (by simp)).mono_left (nhdsWithin_le_nhds (s := Set.Ioi 0))
  have h2 := (c2.tendsto' 0 0 (by simp)).mono_left (nhdsWithin_le_nhds (s := Set.Ioi 0))
  have h := h1.add (h2.mul (tendsto_potential hV))
  simp only [zero_mul, add_zero] at h
  refine h.congr' ?_
  filter_upwards [self_mem_nhdsWithin] with a ha
  exact (energyQuotient_eq hV ha).symm
```

## The rate, and potentials that attract on balance

Dividing the exact formula by \(\sqrt a\) gives

\[
\frac{E(a)}{\sqrt a}=\frac{\sqrt a}{2}+\sqrt{\frac2\pi}\int V(x)\,e^{-2ax^2}dx\;\to\;\sqrt{\frac2\pi}\int V\,dx ,
\]

again for either sign of \(V\). When \(\int V\ne0\), the energy thus vanishes like \(\sqrt a\), more slowly than the kinetic part. The free particle, \(V=0\), is the limiting case: the energy is exactly \(a/2\), the two bounds above coincide, and the coefficient of \(\sqrt a\) is zero.

```lean
/-- For an integrable potential of either sign, the energy quotient divided by `√a` tends to
`√(2 / π) ∫ V` as the exponent tends to zero from above. -/
theorem tendsto_energyQuotient_div_sqrt {V : ℝ → ℝ} (hV : Integrable V) :
    Tendsto (fun a => energyQuotient V a / √a) (𝓝[>] (0 : ℝ))
      (𝓝 (√(2 / π) * ∫ x, V x)) := by
  have c1 : Continuous (fun a : ℝ => √a / 2) := by fun_prop
  have h1 := (c1.tendsto' 0 0 (by simp)).mono_left (nhdsWithin_le_nhds (s := Set.Ioi 0))
  have h := h1.add ((tendsto_potential hV).const_mul √(2 / π))
  rw [zero_add] at h
  refine h.congr' ?_
  filter_upwards [self_mem_nhdsWithin] with a ha
  have ha : 0 < a := ha
  have hs : √(2 * a / π) = √(2 / π) * √a := by
    rw [← Real.sqrt_mul (by positivity)]
    congr 1
    ring
  have hq : √a * √a = a := Real.mul_self_sqrt ha.le
  rw [energyQuotient_eq hV ha, hs, eq_div_iff (Real.sqrt_pos.2 ha).ne']
  linear_combination (1 / 2) * hq
```

Now let \(\int V<0\). The limit of \(E(a)/\sqrt a\) is negative, so the ratio is negative for some small \(a>0\), and there \(E(a)<0\). The proof picks such an `a` from the limit and rules out \(E(a)\ge0\), which would make the ratio non-negative.

Scaling \(V\) by a positive factor keeps the sign of its integral, so this holds however weak the potential is. It is the variational half of the familiar statement that a weak attractive well on the line binds a particle; the other half, that a negative energy implies a bound state, is a matter of spectral theory and is not treated here.

```lean
/-- If an integrable potential on the line has negative integral, then some Gaussian has
negative energy quotient. -/
theorem exists_energyQuotient_neg {V : ℝ → ℝ} (hV : Integrable V) (hneg : ∫ x, V x < 0) :
    ∃ a, 0 < a ∧ energyQuotient V a < 0 := by
  have hlim : √(2 / π) * ∫ x, V x < 0 :=
    mul_neg_of_pos_of_neg (Real.sqrt_pos.2 (by positivity)) hneg
  obtain ⟨a, hlt, ha⟩ := (((tendsto_energyQuotient_div_sqrt hV).eventually_lt_const hlim).and
    eventually_mem_nhdsWithin).exists
  refine ⟨a, ha, ?_⟩
  by_contra hn
  exact absurd hlt (not_lt_of_ge (div_nonneg (not_lt.1 hn) (Real.sqrt_nonneg a)))

end

end DiffuseGaussianEnergy
```

```lean
#print axioms DiffuseGaussianEnergy.energyQuotient_pos_and_tendsto_zero
-- 'DiffuseGaussianEnergy.energyQuotient_pos_and_tendsto_zero' depends on axioms: [propext, Classical.choice, Quot.sound]
#print axioms DiffuseGaussianEnergy.exists_energyQuotient_neg
-- 'DiffuseGaussianEnergy.exists_energyQuotient_neg' depends on axioms: [propext, Classical.choice, Quot.sound]
```
